# The all-lag cosine spectrum of a real record is nonnegative with the biased autocorrelation estimate, but can be negative with the unbiased one

To get a vibrational spectrum from a first-principles molecular dynamics run, one can compute the velocity autocorrelation from the stored trajectory and take its cosine transform. To turn the sum of products at each lag into an average, one divides it by a count before the transform. A record of N samples contains N - k pairs at lag k, so one may divide by N - k, which gives the unbiased estimate, or by N at every lag, which gives the biased one. When all lags are kept with equal weight, the choice decides whether negative intensities can appear.

Dividing by N gives a spectrum that is nonnegative at every frequency, provided that all lags from 0 to N - 1 enter the transform without a further window. Dividing by N - k carries no such guarantee. This bears on velocity spectra from simulation for finite records of real, equally spaced samples. That such a record represents the equilibrium ensemble of the material is a separate assumption, which the theorems don't address.

## Records, lag sums and spectra

```lean
import Mathlib

open Finset

namespace CorrelationSpectrum

noncomputable section
```

In what follows, `def` introduces a quantity, and `theorem` states a claim whose proof comes after `:=`. A signal is a function `x : ℕ → ℝ`, a real number x_j for each natural number j. Only the samples x_0, …, x_(N-1) enter the quantities below.

```lean
/-- The lag sum `s_k = ∑ x_j x_(j+k)` over all pairs of samples at distance `k` in a record
of `N` samples. -/
def corrSum (N : ℕ) (x : ℕ → ℝ) (k : ℕ) : ℝ :=
  ∑ j ∈ range (N - k), x j * x (j + k)
```

This is the lag sum

s_k = Σ_(j=0..N-k-1) x_j x_(j+k).

The set `range n` holds the numbers 0, …, n - 1. Subtraction of natural numbers stops at zero in Lean, so the sum is empty for k ≥ N and s_k = 0 there, as it should be.

```lean
/-- The biased correlation estimate `s_k / N`, for `N ≥ 1`. -/
def biasedCorr (N : ℕ) (x : ℕ → ℝ) (k : ℕ) : ℝ := corrSum N x k / N
```

The biased estimate is c_k = s_k/N. For a stationary signal its expectation is the true correlation multiplied by 1 - k/N, hence the name.

```lean
/-- The unbiased correlation estimate `s_k / (N - k)`, for lags `k < N`. -/
def unbiasedCorr (N : ℕ) (x : ℕ → ℝ) (k : ℕ) : ℝ := corrSum N x k / ((N : ℝ) - k)
```

The unbiased estimate is c_k = s_k/(N - k), the average over the pairs that are actually available. The annotation `(N : ℝ)` makes the subtraction one of real numbers.

```lean
/-- The spectrum `c_0 + 2 ∑ c_k cos (k t)`, with `k` from `1` to `N - 1`, of a correlation
function `c`; `t` is the phase advance per time step. -/
def spectrum (N : ℕ) (c : ℕ → ℝ) (t : ℝ) : ℝ :=
  c 0 + 2 * ∑ k ∈ Ico 1 N, c k * Real.cos (k * t)
```

For any correlation function c, the spectrum is

S(t) = c_0 + 2 Σ_(k=1..N-1) c_k cos(kt).

`Ico 1 N` is the half-open interval from 1 up to, but not including, N. The letter t is not time here: it is the phase advance per step, t = ωΔt for angular frequency ω and sampling interval Δt. No overall factor Δt is included. Nothing in the definition forces S(t) to be nonnegative.

```lean
/-- The Fourier amplitude `∑ x_j exp (i j t)` of a record of `N` samples. -/
def amplitude (N : ℕ) (x : ℕ → ℝ) (t : ℝ) : ℂ :=
  ∑ j ∈ range N, (x j : ℂ) * Complex.exp (((j * t : ℝ) : ℂ) * Complex.I)
```

The Fourier amplitude is A(t) = Σ_(j=0..N-1) x_j exp(ijt), without a normalising factor. The annotations `: ℂ` inside the sum turn real numbers into complex ones.

```lean
/-- A record of `N` samples that is `1` at its first and last sample and `0` between them. -/
def endPulses (N : ℕ) (j : ℕ) : ℝ := if j = 0 ∨ j + 1 = N then 1 else 0
```

This record is used in the last theorem. It has the value 1 at j = 0 and at j = N - 1, and 0 in between.

## Adding one sample at a time

```lean
/-- One more sample `x_N` adds the single product `x_(N-k) x_N` to the lag sum at each
lag `k ≤ N`. -/
theorem corrSum_succ {N k : ℕ} (x : ℕ → ℝ) (h : k ≤ N) :
    corrSum (N + 1) x k = corrSum N x k + x (N - k) * x N := by
  have h1 : N + 1 - k = (N - k) + 1 := by omega
  rw [corrSum, h1, sum_range_succ, Nat.sub_add_cancel h, corrSum]
```

Write s_k for the lag sum of the first N samples and s'_k for that of the first N + 1. The longer sum has one more term, the one with j = N - k, so for k ≤ N

s'_k = s_k + x_(N-k) x_N.

The Lean proof does the same. `omega`, which settles integer arithmetic, rewrites N + 1 - k as (N - k) + 1, and `sum_range_succ` splits off the last term.

```lean
/-- The sum of the samples `x_0, …, x_(N-1)`, each weighted by the cosine of `t` times its distance
from time `N`, can be taken over the distances `k` or over the sample times `j`. -/
theorem sum_lag_eq_sum_time (N : ℕ) (x : ℕ → ℝ) (t : ℝ) :
    ∑ k ∈ Ico 1 (N + 1), x (N - k) * Real.cos (k * t)
      = ∑ j ∈ range N, x j * Real.cos (((N : ℝ) - j) * t) := by
  refine sum_nbij' (fun k => N - k) (fun j => N - j) ?_ ?_ ?_ ?_ ?_
  · intro k hk
    simp only [mem_Ico, mem_range] at *
    omega
  · intro j hj
    simp only [mem_Ico, mem_range] at *
    omega
  · intro k hk
    simp only [mem_Ico] at *
    omega
  · intro j hj
    simp only [mem_range] at *
    omega
  · intro k hk
    have hk' : k ≤ N := by
      have := mem_Ico.mp hk
      omega
    simp only [Nat.cast_sub hk', sub_sub_cancel]
```

The products added by the new sample are labelled by lag. Substituting j = N - k labels them by the time of the earlier sample. With the cosine weights of the transform included and the common factor x_N left out, this reads

Σ_(k=1..N) x_(N-k) cos(kt) = Σ_(j=0..N-1) x_j cos((N - j)t).

`sum_nbij'` performs this change of index. It takes the map k ↦ N - k and its inverse, and asks for five checks: each map lands in the right range, each undoes the other, and corresponding terms are equal.

## The transform of the lag sums is a squared modulus

```lean
/-- The cosine transform of the lag sums is the squared modulus of the Fourier amplitude. -/
theorem spectrum_corrSum (N : ℕ) (x : ℕ → ℝ) (t : ℝ) :
    spectrum N (corrSum N x) t = ‖amplitude N x t‖ ^ 2 := by
  rw [Complex.sq_norm, Complex.normSq_apply]
  simp only [amplitude, Complex.re_sum, Complex.im_sum, Complex.re_ofReal_mul,
    Complex.im_ofReal_mul, Complex.exp_ofReal_mul_I_re, Complex.exp_ofReal_mul_I_im]
  induction N with
  | zero => simp [spectrum, corrSum]
  | succ N ih =>
    have h0 : corrSum (N + 1) x 0 = corrSum N x 0 + x N * x N :=
      corrSum_succ x (Nat.zero_le N)
    -- the lag `N` does not occur in a record of `N` samples
    have hN : ∑ k ∈ Ico 1 (N + 1), corrSum N x k * Real.cos (k * t)
        = ∑ k ∈ Ico 1 N, corrSum N x k * Real.cos (k * t) := by
      rcases Nat.eq_zero_or_pos N with rfl | h
      · simp
      · have hz : corrSum N x N = 0 := by simp [corrSum]
        rw [sum_Ico_succ_top h, hz, zero_mul, add_zero]
    have hlag : ∑ k ∈ Ico 1 (N + 1), corrSum (N + 1) x k * Real.cos (k * t)
        = ∑ k ∈ Ico 1 N, corrSum N x k * Real.cos (k * t)
          + x N * ∑ j ∈ range N, x j * Real.cos (((N : ℝ) - j) * t) := by
      rw [← sum_lag_eq_sum_time, mul_sum, ← hN, ← sum_add_distrib]
      refine sum_congr rfl fun k hk => ?_
      rw [corrSum_succ x (Nat.lt_succ_iff.mp (mem_Ico.mp hk).2)]
      ring
    -- the addition theorem separates the phase of the new sample
    have hcos : ∑ j ∈ range N, x j * Real.cos (((N : ℝ) - j) * t)
        = Real.cos (N * t) * ∑ j ∈ range N, x j * Real.cos (j * t)
          + Real.sin (N * t) * ∑ j ∈ range N, x j * Real.sin (j * t) := by
      rw [mul_sum, mul_sum, ← sum_add_distrib]
      refine sum_congr rfl fun j _ => ?_
      rw [sub_mul, Real.cos_sub]
      ring
    simp only [spectrum] at ih ⊢
    rw [hlag, h0, hcos, sum_range_succ, sum_range_succ]
    linear_combination ih - x N ^ 2 * Real.sin_sq_add_cos_sq (N * t)
```

The statement is

s_0 + 2 Σ_(k=1..N-1) s_k cos(kt) = |A(t)|²,

where `‖ ‖` denotes the modulus. For the argument by hand, call the left side S_N and split the amplitude into its real and imaginary parts,

C_N = Σ_(j=0..N-1) x_j cos(jt),
D_N = Σ_(j=0..N-1) x_j sin(jt).

The claim is then S_N = C_N² + D_N², and it follows by induction on N. For N = 0 both sides vanish. When x_N is added, s_0 grows by x_N² and each s_k with 1 ≤ k ≤ N grows by x_(N-k) x_N. With the change of index above,

S_(N+1) = S_N + x_N² + 2 x_N Σ_(j=0..N-1) x_j cos((N - j)t).

The addition theorem, cos(Nt - jt) = cos(Nt) cos(jt) + sin(Nt) sin(jt), turns this into

S_(N+1) = S_N + x_N² + 2 x_N [cos(Nt) C_N + sin(Nt) D_N].

On the other side,

C_(N+1)² + D_(N+1)² = (C_N + x_N cos(Nt))² + (D_N + x_N sin(Nt))²
= C_N² + D_N² + 2 x_N [cos(Nt) C_N + sin(Nt) D_N] + x_N².

The last term uses cos² + sin² = 1. Both sides therefore grow by the same amount.

In the Lean proof, the opening lines replace the squared modulus by the squares of the real and imaginary parts. `hN` records that lag N contributes nothing to the shorter record, `hlag` collects the new products, and `hcos` applies the addition theorem. The final `linear_combination` combines the induction hypothesis `ih` with sin² + cos² = 1 and leaves the remaining algebra to Lean.

```lean
/-- The spectrum of the biased correlation estimate is the periodogram, the squared modulus of the
Fourier amplitude divided by the number of samples. -/
theorem spectrum_biased (N : ℕ) (x : ℕ → ℝ) (t : ℝ) :
    spectrum N (biasedCorr N x) t = ‖amplitude N x t‖ ^ 2 / N := by
  have h : ∑ k ∈ Ico 1 N, corrSum N x k / N * Real.cos (k * t)
      = (∑ k ∈ Ico 1 N, corrSum N x k * Real.cos (k * t)) / N := by
    rw [sum_div]
    exact sum_congr rfl fun k _ => by ring
  rw [← spectrum_corrSum]
  simp only [spectrum, biasedCorr]
  rw [h]
  ring
```

Dividing the previous identity by N gives

s_0/N + (2/N) Σ_(k=1..N-1) s_k cos(kt) = |A(t)|²/N.

The right side is the periodogram. The two routes to a spectrum, through the biased correlation function or through the Fourier transform of the signal itself, thus give the same number at every real t. In the proof, `h` takes the factor 1/N out of the sum. The theorem also admits N = 0, where both sides are 0 because Lean sets division by zero to zero.

```lean
/-- The spectrum of the biased correlation estimate is nonnegative at every frequency. -/
theorem spectrum_biased_nonneg (N : ℕ) (x : ℕ → ℝ) (t : ℝ) :
    0 ≤ spectrum N (biasedCorr N x) t := by
  rw [spectrum_biased]
  positivity
```

A squared modulus divided by N is nonnegative, so S(t) ≥ 0 for every real t. The tactic `positivity` recognises this from the form of the expression.

## Many velocity components

```lean
/-- For several velocity components `v a` with nonnegative masses `m a`, the spectrum of the
mass-weighted sum of biased autocorrelations is nonnegative at every frequency. -/
theorem spectrum_massWeighted_nonneg {ι : Type*} [Fintype ι] (N : ℕ) (m : ι → ℝ)
    (hm : ∀ a, 0 ≤ m a) (v : ι → ℕ → ℝ) (t : ℝ) :
    0 ≤ spectrum N (fun k => ∑ a, m a * biasedCorr N (v a) k) t := by
  -- the spectrum is linear in the correlation function
  have h : spectrum N (fun k => ∑ a, m a * biasedCorr N (v a) k) t
      = ∑ a, m a * spectrum N (biasedCorr N (v a)) t := by
    simp only [spectrum, mul_add, sum_add_distrib, sum_mul, mul_sum]
    congr 1
    rw [sum_comm]
    exact sum_congr rfl fun a _ => sum_congr rfl fun k _ => by ring
  rw [h]
  exact sum_nonneg fun a _ => mul_nonneg (hm a) (spectrum_biased_nonneg N (v a) t)
```

A simulation has many velocity components. The index a runs over a finite set `ι`, for instance the three Cartesian components of every atom. Component a has the record v_a and the weight m_a, and `hm` requires m_a ≥ 0, as holds for masses. Let c_k^a be the biased estimate for component a. The spectrum is linear in the correlation function, so

S[Σ_a m_a c^a](t) = Σ_a m_a S[c^a](t).

Each term on the right is a nonnegative weight times a nonnegative spectrum, and so the sum is nonnegative. In Lean, `h` is the linearity, obtained by exchanging the sums over a and k with `sum_comm`, and `sum_nonneg` finishes the proof. The sum contains autocorrelations only, with no cross terms between different components.

Keeping all lags matters here. For the record (1, 1, 1), the biased estimate with lag 2 left out gives 1 + (4/3) cos t, which is -1/3 at t = π; this example is a side remark without a Lean proof.

## Negative intensity from the unbiased estimate

```lean
/-- For the two-sample record `(1, 1)` the spectrum of the unbiased estimate at `t = π`
is `-1`. -/
theorem spectrum_unbiased_two : spectrum 2 (unbiasedCorr 2 (fun _ => 1)) Real.pi = -1 := by
  have h : Ico 1 2 = {1} := by decide
  norm_num [spectrum, unbiasedCorr, corrSum, h]
```

`fun _ => 1` is the constant signal, of which two samples are used. They give s_0 = 2 and s_1 = 1, so the unbiased estimates are c_0 = 2/2 = 1 and c_1 = 1/1 = 1. Hence

S(π) = 1 + 2 cos π = -1.

With the biased estimate c_1 would be 1/2, and the value at π would be 0. The proof notes that the only lag in the sum is k = 1, and `norm_num` evaluates the rest.

```lean
/-- For every `N ≥ 2`, the record with unit pulses at its two ends has an unbiased spectrum
equal to `2 / N - 2` at `t = π / (N - 1)`, and this value is negative. -/
theorem spectrum_unbiased_endPulses {N : ℕ} (hN : 2 ≤ N) :
    spectrum N (unbiasedCorr N (endPulses N)) (Real.pi / ((N : ℝ) - 1)) = 2 / N - 2
      ∧ (2 : ℝ) / N - 2 < 0 := by
  obtain ⟨m, rfl⟩ : ∃ m, N = m + 2 := ⟨N - 2, by omega⟩
  have hm : (0 : ℝ) ≤ m := Nat.cast_nonneg m
  -- only the lags `0` and `N - 1` survive
  have h0 : corrSum (m + 2) (endPulses (m + 2)) 0 = 2 := by
    have hmid : ∑ j ∈ range m, endPulses (m + 2) (j + 1) * endPulses (m + 2) (j + 1) = 0 := by
      refine sum_eq_zero fun j hj => ?_
      have hj' := mem_range.mp hj
      have h : ¬(j + 1 = 0 ∨ j + 1 + 1 = m + 2) := by omega
      rw [endPulses, if_neg h, zero_mul]
    simp only [corrSum, Nat.sub_zero, add_zero]
    rw [sum_range_succ, sum_range_succ', hmid]
    norm_num [endPulses]
  have hz : ∀ k ∈ Ico 1 (m + 1), corrSum (m + 2) (endPulses (m + 2)) k = 0 := by
    intro k hk
    have hk' := mem_Ico.mp hk
    refine sum_eq_zero fun j hj => ?_
    have hj' := mem_range.mp hj
    by_cases hj0 : j = 0
    · have h : ¬(j + k = 0 ∨ j + k + 1 = m + 2) := by omega
      have h' : endPulses (m + 2) (j + k) = 0 := if_neg h
      rw [h', mul_zero]
    · have h : ¬(j = 0 ∨ j + 1 = m + 2) := by omega
      have h' : endPulses (m + 2) j = 0 := if_neg h
      rw [h', zero_mul]
  have h1 : corrSum (m + 2) (endPulses (m + 2)) (m + 1) = 1 := by
    have h : m + 2 - (m + 1) = 1 := by omega
    rw [corrSum, h]
    simp [endPulses]
  have hangle : ((m + 1 : ℕ) : ℝ) * (Real.pi / (((m + 2 : ℕ) : ℝ) - 1)) = Real.pi := by
    have h : ((m + 2 : ℕ) : ℝ) - 1 = ((m + 1 : ℕ) : ℝ) := by
      push_cast
      ring
    have hne : ((m + 1 : ℕ) : ℝ) ≠ 0 := Nat.cast_ne_zero.mpr (Nat.succ_ne_zero m)
    rw [h, mul_div_cancel₀ _ hne]
  have hden : ((m + 2 : ℕ) : ℝ) - ((m + 1 : ℕ) : ℝ) = 1 := by
    push_cast
    ring
  constructor
  · simp only [spectrum, unbiasedCorr]
    rw [sum_Ico_succ_top (by omega : 1 ≤ m + 1),
      sum_eq_zero (fun k hk => by rw [hz k hk, zero_div, zero_mul]),
      h0, h1, hangle, hden, Real.cos_pi, Nat.cast_zero, sub_zero]
    ring
  · have hpos : (0 : ℝ) < ((m + 2 : ℕ) : ℝ) := by positivity
    have h : (2 : ℝ) / ((m + 2 : ℕ) : ℝ) < 2 := by
      rw [div_lt_iff₀ hpos]
      push_cast
      linarith
    linarith

end

end CorrelationSpectrum
```

Negative values are not peculiar to two samples. For every N ≥ 2, take the record with unit pulses at its two ends. Two samples are nonzero, so s_0 = 2. They lie N - 1 steps apart, so s_(N-1) = 1, and every lag strictly between 0 and N - 1 gives zero. The unbiased estimates that survive are

c_0 = 2/N,
c_(N-1) = 1/(N - (N - 1)) = 1.

At t = π/(N - 1) the phase of the longest lag is (N - 1)t = π, and therefore

S(t) = 2/N + 2 cos π = 2/N - 2.

This is negative because 2/N ≤ 1. Relative to the mean square c_0 = 2/N of the record, the value is 1 - N. The single product at the longest lag is divided by 1 instead of N, which gives it a weight that the zero-lag term can't balance. For N = 2 the record is (1, 1), and the value -1 is recovered.

The Lean proof writes N = m + 2, so that the first and last samples are distinct. `h0`, `hz` and `h1` compute the lag sums at lag zero, at the intermediate lags and at the longest lag. For the intermediate lags, the case distinction on j = 0 shows that at least one factor in each product is zero. `hangle` establishes that the phase is π, and `hden` that the last denominator is 1. The command `constructor` splits the claim into its two parts, the value of the spectrum and its sign.

```lean
#print axioms CorrelationSpectrum.spectrum_biased_nonneg
-- 'CorrelationSpectrum.spectrum_biased_nonneg' depends on axioms: [propext, Classical.choice, Quot.sound]
#print axioms CorrelationSpectrum.spectrum_massWeighted_nonneg
-- 'CorrelationSpectrum.spectrum_massWeighted_nonneg' depends on axioms: [propext, Classical.choice, Quot.sound]
#print axioms CorrelationSpectrum.spectrum_unbiased_two
-- 'CorrelationSpectrum.spectrum_unbiased_two' depends on axioms: [propext, Classical.choice, Quot.sound]
#print axioms CorrelationSpectrum.spectrum_unbiased_endPulses
-- 'CorrelationSpectrum.spectrum_unbiased_endPulses' depends on axioms: [propext, Classical.choice, Quot.sound]
```
